# Hydrogenic 2s: the sphere inside the node holds 1 − e⁻² of the squared-Coulomb integral but only 1 − 7e⁻² of the norm

For a hydrogenic 2s electron with nuclear charge \(Z>0\), the region inside the radial node, \(r<2/Z\), contributes the fraction \(1-e^{-2}\approx 0.865\) of \(\int_0^\infty u^2/r^2\,dr\), but only \(1-7e^{-2}\approx 0.053\) of \(\int_0^\infty u^2\,dr\). Here \(r\) is the distance from the nucleus and \(u(r)=r(1-Zr/2)e^{-Zr/2}\) is the radial function. I read this as saying that the squared-Coulomb part of the relativistic correction accumulates near the nucleus, even though the electron is rarely there. Can both numbers be derived rigorously and checked in Lean 4 with Mathlib? And can "accumulates near the nucleus" be given a meaning that doesn't depend on the choice of the node as the boundary?

## Closed forms at every radius

Yes to both. Inside any sphere of radius \(R>0\) centred on the nucleus, the fraction of the squared-Coulomb integral is strictly larger than the fraction of the norm, and the two numbers above are the case \(R=2/Z\).

The squared potential comes from the mass–velocity term. In Hartree atomic units, with \(V(r)=-Z/r\), orbital energy \(E\) and fine-structure constant \(\alpha\), its first-order value is \(-\tfrac{\alpha^2}{2}\langle (E-V)^2\rangle\), which contains \(-\tfrac{\alpha^2}{2}\langle V^2\rangle\). Since \(V^2u^2=Z^2u^2/r^2\), the constant \(Z^2\) cancels in any fraction, and \(V^2u^2\) can stand for \(u^2/r^2\).

Write \(x=Zr\) and \(X=ZR\). The two densities are

\[
V^2u^2=Z^2\left(1-x+\tfrac{x^2}{4}\right)e^{-x},\qquad
u^2=\frac{1}{Z^2}\left(x^2-x^3+\tfrac{x^4}{4}\right)e^{-x}.
\]

Each is a polynomial \(q(x)\) times \(e^{-x}\), up to a constant. A primitive of \(q\,e^{-x}\) is \(-Q\,e^{-x}\) with \(Q=q+q'+q''+\cdots\), because then \(Q-Q'=q\).

For the squared-Coulomb density, \(q=1-x+x^2/4\), \(q'=-1+x/2\) and \(q''=1/2\), so

\[
Q=\tfrac12-\tfrac{x}{2}+\tfrac{x^2}{4}=\tfrac12\left(1-x+\tfrac{x^2}{2}\right).
\]

For the norm density, \(q=x^2-x^3+x^4/4\), and the derivatives are \(2x-3x^2+x^3\), \(2-6x+3x^2\), \(-6+6x\) and \(6\). The cubic terms cancel in the sum:

\[
Q=2+2x+x^2+\tfrac{x^4}{4}=2\left(1+x+\tfrac{x^2}{2}+\tfrac{x^4}{8}\right).
\]

Substituting \(dr=dx/Z\) and taking \(Q(0)-Q(X)e^{-X}\) gives

\[
\int_0^R V^2u^2\,dr=\frac Z2\left[1-\left(1-X+\tfrac{X^2}{2}\right)e^{-X}\right],
\]
\[
\int_0^R u^2\,dr=\frac{2}{Z^3}\left[1-\left(1+X+\tfrac{X^2}{2}+\tfrac{X^4}{8}\right)e^{-X}\right].
\]

As \(R\to\infty\) the exponential suppresses every power, and the totals are \(Z/2\) and \(2/Z^3\). The square brackets are therefore the two fractions. The normalised radial function is \(\sqrt{Z^3/2}\,u\), for which \(\langle V^2\rangle=(Z/2)/(2/Z^3)=Z^4/4\); normalisation does not change either fraction.

At the node \(X=2\). The first polynomial is \(1-2+2=1\) and the second is \(1+2+2+2=7\), which gives \(1-e^{-2}\) and \(1-7e^{-2}\). At a general radius, the squared-Coulomb fraction minus the norm fraction is

\[
\left(2X+\tfrac{X^4}{8}\right)e^{-X},
\]

which is positive for every \(X>0\).

## The Lean file

```lean
import Mathlib

open MeasureTheory Set Filter Topology

namespace ScalarRelativistic2s

noncomputable section

/-- The unnormalised hydrogenic 2s radial function `u(r) = r (1 - Z r / 2) exp(-Z r / 2)`. -/
def radial2s (Z r : ℝ) : ℝ := r * (1 - Z * r / 2) * Real.exp (-(Z * r / 2))

/-- The radial probability density `u(r)²`, up to normalisation. -/
def normDensity (Z r : ℝ) : ℝ := radial2s Z r ^ 2

/-- The density `V(r)² u(r)²` of the squared Coulomb potential `V(r) = -Z / r`, for `r > 0`. -/
def coulombSqDensity (Z r : ℝ) : ℝ := (-Z / r) ^ 2 * radial2s Z r ^ 2

/-- The fraction of the integral of `f` over `r > 0` that comes from `0 < r < R`,
for integrable `f` with nonzero integral. -/
def innerFraction (f : ℝ → ℝ) (R : ℝ) : ℝ :=
  (∫ r in Ioo (0 : ℝ) R, f r) / (∫ r in Ioi (0 : ℝ), f r)

/-- The square of the 2s radial function is a polynomial times `exp(-Z r)`. -/
theorem radial2s_sq (Z r : ℝ) :
    radial2s Z r ^ 2 = r ^ 2 * (1 - Z * r / 2) ^ 2 * Real.exp (-(Z * r)) := by
  have h : Real.exp (-(Z * r)) = Real.exp (-(Z * r / 2)) ^ 2 := by
    rw [← Real.exp_nat_mul]
    congr 1
    push_cast
    ring
  rw [radial2s, h]
  ring

/-- Away from the nucleus, the 2s radial function vanishes exactly at `r = 2 / Z`. -/
theorem radial2s_eq_zero_iff {Z r : ℝ} (hZ : 0 < Z) (hr : 0 < r) :
    radial2s Z r = 0 ↔ r = 2 / Z := by
  have he := Real.exp_ne_zero (-(Z * r / 2))
  rw [radial2s, mul_eq_zero, mul_eq_zero, eq_div_iff hZ.ne']
  constructor
  · rintro ((h | h) | h)
    · exact absurd h hr.ne'
    · linarith
    · exact absurd h he
  · intro h
    exact Or.inl (Or.inr (by linarith))

/-- Integrals over `r > 0` and over `0 < r < R` of a nonnegative density whose primitive is `a + b x
+ c x² + d x⁴` times `exp(-x)`, where `x = Z r` and `Z > 0`. -/
theorem integrals_of_poly_exp {Z a b c d : ℝ} (hZ : 0 < Z) {f : ℝ → ℝ}
    (hpos : ∀ r, 0 < r → 0 ≤ f r)
    (hf : ∀ r, 0 < r → f r = Z * ((b + 2 * c * (Z * r) + 4 * d * (Z * r) ^ 3)
      - (a + b * (Z * r) + c * (Z * r) ^ 2 + d * (Z * r) ^ 4)) * Real.exp (-(Z * r))) :
    IntegrableOn f (Ioi 0) ∧ (∫ r in Ioi (0 : ℝ), f r) = -a ∧
    ∀ R, 0 ≤ R → (∫ r in Ioo (0 : ℝ) R, f r) =
      (a + b * (Z * R) + c * (Z * R) ^ 2 + d * (Z * R) ^ 4) * Real.exp (-(Z * R)) - a := by
  let G : ℝ → ℝ := fun r =>
    (a + b * (Z * r) + c * (Z * r) ^ 2 + d * (Z * r) ^ 4) * Real.exp (-(Z * r))
  have hG0 : G 0 = a := by simp [G]
  have hc : Continuous G := by
    dsimp only [G]
    fun_prop
  -- G is a primitive of f on the half-line
  have hd : ∀ r ∈ Ioi (0 : ℝ), HasDerivAt G (f r) r := by
    intro r hr
    have hx : HasDerivAt (fun s : ℝ => Z * s) Z r := by
      simpa using (hasDerivAt_id' r).const_mul Z
    have hp := (((hx.const_mul b).const_add a).fun_add ((hx.fun_pow 2).const_mul c)).fun_add
      ((hx.fun_pow 4).const_mul d)
    refine (hp.fun_mul hx.fun_neg.exp).congr_deriv ?_
    rw [hf r hr]
    simp only [Nat.reduceSub, Nat.cast_ofNat]
    ring
  -- the exponential beats every power at large distance
  have hl : Tendsto G atTop (𝓝 0) := by
    have h : ∀ n : ℕ, Tendsto (fun r : ℝ => (Z * r) ^ n * Real.exp (-(Z * r))) atTop (𝓝 0) :=
      fun n => (Real.tendsto_pow_mul_exp_neg_atTop_nhds_zero n).comp
        (tendsto_id.const_mul_atTop hZ)
    have hs := ((((h 0).const_mul a).add ((h 1).const_mul b)).add
      ((h 2).const_mul c)).add ((h 4).const_mul d)
    simp only [mul_zero, add_zero] at hs
    refine hs.congr (fun r => ?_)
    dsimp only [G]
    ring
  have hint : IntegrableOn f (Ioi 0) :=
    integrableOn_Ioi_deriv_of_nonneg hc.continuousWithinAt hd (fun r hr => hpos r hr) hl
  refine ⟨hint, ?_, fun R hR => ?_⟩
  · rw [integral_Ioi_of_hasDerivAt_of_tendsto hc.continuousWithinAt hd hint hl, hG0, zero_sub]
  · rw [← integral_Ioc_eq_integral_Ioo, ← intervalIntegral.integral_of_le hR,
      intervalIntegral.integral_eq_sub_of_hasDerivAt_of_le hR hc.continuousOn
        (fun r hr => hd r hr.1)
        ((intervalIntegrable_iff_integrableOn_Ioc_of_le hR).2
          (hint.mono_set Ioc_subset_Ioi_self)), hG0]

/-- The 2s density is integrable, with total integral `2 / Z³` and a closed form for the part
inside any sphere. -/
theorem normDensity_integrals {Z : ℝ} (hZ : 0 < Z) :
    IntegrableOn (normDensity Z) (Ioi 0) ∧
    (∫ r in Ioi (0 : ℝ), normDensity Z r) = 2 / Z ^ 3 ∧
    ∀ R, 0 ≤ R → (∫ r in Ioo (0 : ℝ) R, normDensity Z r) = 2 / Z ^ 3 *
      (1 - (1 + Z * R + (Z * R) ^ 2 / 2 + (Z * R) ^ 4 / 8) * Real.exp (-(Z * R))) := by
  obtain ⟨h1, h2, h3⟩ := integrals_of_poly_exp (a := -(2 / Z ^ 3)) (b := -(2 / Z ^ 3))
    (c := -(1 / Z ^ 3)) (d := -(1 / (4 * Z ^ 3))) hZ (f := normDensity Z)
    (fun r _ => sq_nonneg _) (fun r hr => by
      rw [normDensity, radial2s_sq]
      field_simp
      ring)
  refine ⟨h1, by rw [h2, neg_neg], fun R hR => ?_⟩
  rw [h3 R hR]
  ring

/-- The squared-Coulomb density of the 2s state is integrable, with total integral `Z / 2` and
a closed form for the part inside any sphere. -/
theorem coulombSqDensity_integrals {Z : ℝ} (hZ : 0 < Z) :
    IntegrableOn (coulombSqDensity Z) (Ioi 0) ∧
    (∫ r in Ioi (0 : ℝ), coulombSqDensity Z r) = Z / 2 ∧
    ∀ R, 0 ≤ R → (∫ r in Ioo (0 : ℝ) R, coulombSqDensity Z r) = Z / 2 *
      (1 - (1 - Z * R + (Z * R) ^ 2 / 2) * Real.exp (-(Z * R))) := by
  obtain ⟨h1, h2, h3⟩ := integrals_of_poly_exp (a := -(Z / 2)) (b := Z / 2)
    (c := -(Z / 4)) (d := 0) hZ (f := coulombSqDensity Z)
    (fun r _ => mul_nonneg (sq_nonneg _) (sq_nonneg _)) (fun r hr => by
      have hr' : r ≠ 0 := hr.ne'
      rw [coulombSqDensity, radial2s_sq]
      field_simp
      ring)
  refine ⟨h1, by rw [h2, neg_neg], fun R hR => ?_⟩
  rw [h3 R hR]
  ring

/-- The fractions of the squared-Coulomb integral and of the norm that lie inside a sphere of
radius `R` around the nucleus. -/
theorem innerFraction_eq {Z R : ℝ} (hZ : 0 < Z) (hR : 0 ≤ R) :
    innerFraction (coulombSqDensity Z) R =
      1 - (1 - Z * R + (Z * R) ^ 2 / 2) * Real.exp (-(Z * R)) ∧
    innerFraction (normDensity Z) R =
      1 - (1 + Z * R + (Z * R) ^ 2 / 2 + (Z * R) ^ 4 / 8) * Real.exp (-(Z * R)) := by
  obtain ⟨-, c2, c3⟩ := coulombSqDensity_integrals hZ
  obtain ⟨-, n2, n3⟩ := normDensity_integrals hZ
  have hc : Z / 2 ≠ 0 := by positivity
  have hn : 2 / Z ^ 3 ≠ 0 := by positivity
  constructor
  · rw [innerFraction, c3 R hR, c2, mul_div_cancel_left₀ _ hc]
  · rw [innerFraction, n3 R hR, n2, mul_div_cancel_left₀ _ hn]

/-- The region `r < 2 / Z` contributes the fraction `1 - exp(-2)` of the squared-Coulomb
integral of the 2s state, but only `1 - 7 exp(-2)` of its norm. -/
theorem innerFraction_at_node {Z : ℝ} (hZ : 0 < Z) :
    innerFraction (coulombSqDensity Z) (2 / Z) = 1 - Real.exp (-2) ∧
    innerFraction (normDensity Z) (2 / Z) = 1 - 7 * Real.exp (-2) := by
  have hR : 0 ≤ 2 / Z := by positivity
  have hx : Z * (2 / Z) = 2 := mul_div_cancel₀ 2 hZ.ne'
  obtain ⟨h1, h2⟩ := innerFraction_eq hZ hR
  rw [h1, h2, hx]
  constructor <;> ring

/-- Every sphere around the nucleus holds a strictly larger fraction of the squared-Coulomb
integral of the 2s state than of its norm. -/
theorem normFraction_lt_coulombSqFraction {Z R : ℝ} (hZ : 0 < Z) (hR : 0 < R) :
    innerFraction (normDensity Z) R < innerFraction (coulombSqDensity Z) R := by
  obtain ⟨h1, h2⟩ := innerFraction_eq hZ hR.le
  rw [h1, h2]
  -- the two fractions differ by a positive polynomial times the exponential
  have hp : 0 < 2 * (Z * R) + (Z * R) ^ 4 / 8 := by positivity
  have h := mul_pos hp (Real.exp_pos (-(Z * R)))
  linarith

end

end ScalarRelativistic2s
```

```lean
#print axioms ScalarRelativistic2s.radial2s_eq_zero_iff
-- 'ScalarRelativistic2s.radial2s_eq_zero_iff' depends on axioms: [propext, Classical.choice, Quot.sound]
#print axioms ScalarRelativistic2s.innerFraction_at_node
-- 'ScalarRelativistic2s.innerFraction_at_node' depends on axioms: [propext, Classical.choice, Quot.sound]
#print axioms ScalarRelativistic2s.normFraction_lt_coulombSqFraction
-- 'ScalarRelativistic2s.normFraction_lt_coulombSqFraction' depends on axioms: [propext, Classical.choice, Quot.sound]
```

## How the densities and fractions are stated

`radial2s Z r` is the function \(u(r)\) above, unnormalised, with \(Z\) and \(r\) real numbers. It is \(r\) times the radial wavefunction, so the volume factor \(r^2\) is already inside \(u^2\), and the integrals run over \(dr\) alone. `normDensity Z` is \(u^2\), and `coulombSqDensity Z` is \((-Z/r)^2u^2\), with lengths in bohr and energies in hartree.

`innerFraction f R` is the integral of `f` over the open interval `Ioo 0 R` divided by the integral over the open half-line `Ioi 0`. In Lean such a quotient has a value even when `f` is not integrable or its total is zero, so the file proves that both densities are integrable and that their totals are \(Z/2\) and \(2/Z^3\). With \(Z>0\) these are nonzero, and the quotient is the fraction it is meant to be.

Four theorems carry the physics:

- `radial2s_eq_zero_iff` says that for \(Z>0\) and \(r>0\), \(u(r)=0\) exactly when \(r=2/Z\). This identifies the boundary in the question as the only radial node away from the nucleus.
- `innerFraction_eq` gives both fractions in closed form for \(Z>0\) and every \(R\ge 0\).
- `innerFraction_at_node` sets \(R=2/Z\) and gives \(1-e^{-2}\) and \(1-7e^{-2}\).
- `normFraction_lt_coulombSqFraction` says that for \(Z>0\) and every \(R>0\), the norm fraction is strictly smaller than the squared-Coulomb fraction. This is the meaning given to "accumulates near the nucleus". It is a comparison with the norm, and its direction is not special to 2s: it is the same for every hydrogenic bound state, because \(1/r^2\) is larger inside the sphere than outside. What is specific to 2s is the size of the difference, which the closed forms give.

The model is one electron in the field of a fixed point nucleus, described by the nonrelativistic 2s function. That function enters as a definition; the file does not derive it from the Schrödinger equation. Nor does it treat the rest of the scalar-relativistic correction, namely the terms with \(E^2\) and \(EV\) in \((E-V)^2\) and the Darwin term. Screening by other electrons and a finite nuclear size are absent too.

For effective core potentials, the result illustrates in this one-electron model how a valence s orbital can have little probability close to the nucleus and still collect most of its \(\langle V^2\rangle\) there. That is the region where a pseudopotential replaces the true potential. Scalar-relativistic pseudopotentials commonly include the effect through their construction, by being generated from or fitted to relativistic atomic calculations.

## One primitive for both integrals

`radial2s_sq` squares the radial function and merges the two factors \(e^{-Zr/2}\) into \(e^{-Zr}\). Both densities then have the form polynomial times exponential.

The analysis is all in `integrals_of_poly_exp`. It takes the primitive

\[
G(r)=P(Zr)\,e^{-Zr},\qquad P(x)=a+bx+cx^2+dx^4,
\]

with real coefficients \(a,b,c,d\). The polynomial \(P\) has no cubic term because neither \(Q\) above has one. The hypothesis `hf` says that the density is \(f(r)=Z\,(P'(Zr)-P(Zr))\,e^{-Zr}\), which is \(G'(r)\) written out, and `hpos` says that \(f\ge 0\) for \(r>0\). The conclusions are that \(f\) is integrable, that its total integral is \(-a\), and that its integral up to \(R\) is \(G(R)-a\). The proof follows the derivation by hand:

1. `hd` differentiates \(G\) by the sum, power, chain and product rules, and `ring` matches the outcome with `hf`.
2. `hl` shows that \(G(r)\to 0\) at large \(r\), from Mathlib's limit \(x^ne^{-x}\to0\) for each power. Here \(Z>0\) is used, so that \(Zr\to\infty\).
3. `integrableOn_Ioi_deriv_of_nonneg` gives integrability: a nonnegative derivative whose primitive has a finite limit is integrable.
4. The fundamental theorem of calculus on the half-line gives \(0-G(0)=-a\), and on \([0,R]\) it gives \(G(R)-G(0)\).

`normDensity_integrals` and `coulombSqDensity_integrals` supply the coefficients. For the norm they are \(a=b=-2/Z^3\), \(c=-1/Z^3\) and \(d=-1/(4Z^3)\); for the squared Coulomb potential they are \(a=-Z/2\), \(b=Z/2\), \(c=-Z/4\) and \(d=0\). These are the coefficients of \(-Q\), multiplied by \(1/Z^3\) and \(Z\) respectively. In each case `field_simp` and `ring` confirm that the density has the required form. The Coulomb case also uses \(r\neq0\), to cancel \(r^2\) against \(1/r^2\).

The remaining steps are algebra. `innerFraction_eq` divides each inner integral by its total. `innerFraction_at_node` inserts \(Z\cdot(2/Z)=2\) and lets `ring` evaluate the polynomials to 1 and 7. In the comparison theorem, `positivity` proves \(2X+X^4/8>0\), `mul_pos` multiplies this by the positive exponential, and `linarith` recognises the product as the difference between the two fractions.

## What goes wrong at zero charge or without a positive radius

**Zero charge.** For \(Z=0\) the radial function becomes \(u(r)=r\), and \(\int_0^\infty r^2\,dr\) diverges. There is no bound state and no finite norm to take a fraction of, so the integrability claim in `normDensity_integrals` is false.

**Zero radius.** For \(R=0\) the sphere is empty and both fractions are 0. The closed forms still hold, but the strict inequality would read \(0<0\). This is why the comparison theorem asks for \(R>0\), while `innerFraction_eq` needs only \(R\ge0\).

**Negative radius.** For \(Z=1\) and \(R=-1\) the interval `Ioo 0 R` is empty, so both fractions are again 0. The closed form for the squared-Coulomb fraction would give \(1-\tfrac52e\approx-5.8\), so `innerFraction_eq` fails without \(R\ge0\).
